# Uniformly bounded local kernels miss the $-1/R$ charge-transfer attraction between Gaussian orbitals

Light moves an electron from a donor to an acceptor at distance $R$. The electron and the hole it leaves attract each other, which at long range lowers the excitation energy by $1/R$ in atomic units. In linear-response density-functional theory, a kernel must supply this term on top of the orbital-energy difference. Can a local kernel do so?

Take one-dimensional orbitals of exponent $a>0$,
$$\varphi_c(x)=(2a/\pi)^{1/4}e^{-a(x-c)^2},\qquad u=\varphi_0,\quad v=\varphi_R .$$
To first order, and with this transition treated alone, a local kernel $f(x)\,\delta(x-x')$ shifts the excitation energy by $K=\int f\,u^2v^2\,dx$, spin factors aside.

```lean
import Mathlib

open MeasureTheory Filter Topology Real

namespace ChargeTransferLocalKernel

noncomputable section
```

In Lean, $\varphi_c(x)$ is `orbital a c x`, with the fourth root written as two square roots.

```lean
/-- The one-dimensional Gaussian orbital of exponent `a > 0` centred at `c`,
with prefactor `(2a/π)^(1/4)`. -/
def orbital (a c x : ℝ) : ℝ := √(√(2 * a / π)) * Real.exp (-a * (x - c) ^ 2)
```

$K$ is `localCorrection a R f`, an integral over the whole line.

```lean
/-- The correction `∫ f u² v²` that a local kernel `f(x) δ(x - x')` gives to the excitation
from the orbital `u` at the origin to the orbital `v` at distance `R`. -/
def localCorrection (a R : ℝ) (f : ℝ → ℝ) : ℝ :=
  ∫ x, f x * (orbital a 0 x ^ 2 * orbital a R x ^ 2)
```

The orbitals are fixed and not orthogonalised. The $-1/R$ is taken as the target, not derived from an interaction.

**(a)** Show that the density is a Gaussian of twice the exponent:
$$\varphi_c(x)^2=\sqrt{2a/\pi}\;e^{-2a(x-c)^2}.$$

*Solution.* Squaring turns the fourth root into a square root and doubles the exponent. `Real.sq_sqrt` and `Real.exp_nat_mul` do these two steps.

```lean
/-- The density of a Gaussian orbital is a Gaussian of twice the exponent. -/
theorem orbital_sq (a c x : ℝ) :
    orbital a c x ^ 2 = √(2 * a / π) * Real.exp (-(2 * a) * (x - c) ^ 2) := by
  rw [orbital, mul_pow, Real.sq_sqrt (Real.sqrt_nonneg _), ← Real.exp_nat_mul]
  congr 2
  push_cast
  ring
```

**(b)** For $b>0$, show that the centre does not affect the integral:
$$\int e^{-b(x-c)^2}dx=\sqrt{\pi/b}.$$

*Solution.* Substitute $y=x-c$ and use the standard Gaussian integral. The proof chains these two facts.

```lean
/-- The integral of a Gaussian does not depend on its centre. -/
theorem integral_shifted_gaussian (b c : ℝ) :
    ∫ x : ℝ, Real.exp (-b * (x - c) ^ 2) = √(π / b) :=
  (integral_sub_right_eq_self (fun x : ℝ => Real.exp (-b * x ^ 2)) c).trans
    (integral_gaussian b)
```

**(c)** Check the normalisation, $\int\varphi_c^2\,dx=1$.

*Solution.* By (a) and (b) with $b=2a$, the integral is $\sqrt{2a/\pi}\,\sqrt{\pi/(2a)}=1$. Lean merges the roots and simplifies the product under them, `h`.

```lean
/-- For `a > 0` the Gaussian orbital is normalised, wherever it is centred. -/
theorem orbital_normalized {a : ℝ} (ha : 0 < a) (c : ℝ) :
    ∫ x, orbital a c x ^ 2 = 1 := by
  simp_rw [orbital_sq]
  have h : 2 * a / π * (π / (2 * a)) = 1 := by field_simp
  rw [integral_const_mul, integral_shifted_gaussian, ← Real.sqrt_mul (by positivity), h,
    Real.sqrt_one]
```

**(d)** Show that the product of densities sits at the midpoint:
$$u^2v^2=\frac{2a}{\pi}\,e^{-aR^2}\,e^{-4a(x-R/2)^2}.$$

*Solution.* Complete the square:
$$2x^2+2(x-R)^2=4x^2-4Rx+2R^2=4(x-R/2)^2+R^2.$$
This is `he`; `hs` multiplies the prefactors.

```lean
/-- For `a > 0` the product of the two orbital densities is a Gaussian at the midpoint,
damped by `exp(-aR²)`. -/
theorem density_product {a : ℝ} (ha : 0 < a) (R x : ℝ) :
    orbital a 0 x ^ 2 * orbital a R x ^ 2 =
      2 * a / π * Real.exp (-a * R ^ 2) * Real.exp (-(4 * a) * (x - R / 2) ^ 2) := by
  have hs : √(2 * a / π) * √(2 * a / π) = 2 * a / π := Real.mul_self_sqrt (by positivity)
  -- complete the square in the exponent
  have he : Real.exp (-(2 * a) * (x - 0) ^ 2) * Real.exp (-(2 * a) * (x - R) ^ 2) =
      Real.exp (-a * R ^ 2) * Real.exp (-(4 * a) * (x - R / 2) ^ 2) := by
    rw [← Real.exp_add, ← Real.exp_add]
    congr 1
    ring
  rw [orbital_sq, orbital_sq, mul_mul_mul_comm, hs, he]
  exact (mul_assoc _ _ _).symm
```

**(e)** Find the density overlap:
$$\int u^2v^2\,dx=\sqrt{a/\pi}\;e^{-aR^2}.$$

*Solution.* Apply (b) with $b=4a$. The prefactor is
$$\frac{2a}{\pi}\sqrt{\frac{\pi}{4a}}=\sqrt{\frac{4a^2}{\pi^2}\cdot\frac{\pi}{4a}}=\sqrt{\frac a\pi},$$
which is `hs`. In the limiting case $R=0$ the overlap is $\sqrt{a/\pi}$.

```lean
/-- For `a > 0` the overlap of the two orbital densities is `√(a/π) exp(-aR²)`. -/
theorem integral_density_product {a : ℝ} (ha : 0 < a) (R : ℝ) :
    ∫ x, orbital a 0 x ^ 2 * orbital a R x ^ 2 = √(a / π) * Real.exp (-a * R ^ 2) := by
  have h : a / π = (2 * a / π) ^ 2 * (π / (4 * a)) := by
    field_simp
    ring
  have hs : √(a / π) = 2 * a / π * √(π / (4 * a)) := by
    rw [h, Real.sqrt_mul (sq_nonneg _), Real.sqrt_sq (by positivity)]
  simp_rw [density_product ha]
  rw [integral_const_mul, integral_shifted_gaussian, hs]
  ring
```

**(f)** Let $f$ be measurable with $|f|\le M$, so the kernel has finite strength everywhere. Show that the integral converges and
$$|K|\le M\sqrt{a/\pi}\;e^{-aR^2}.$$

*Solution.* Since $u^2v^2\ge0$, we have $|f u^2v^2|\le M u^2v^2$, and the right side is integrable by (d). Integrate and use (e). The pointwise bound is `hb`. It gives `Integrable`, with measurability `hf`, and then the estimate.

```lean
/-- For `a > 0` and a measurable local kernel with `|f| ≤ M`, the correction is a convergent
integral of magnitude at most `M √(a/π) exp(-aR²)`. -/
theorem localCorrection_bound {a M : ℝ} (ha : 0 < a) (R : ℝ) {f : ℝ → ℝ}
    (hf : Measurable f) (hM : ∀ x, |f x| ≤ M) :
    Integrable (fun x => f x * (orbital a 0 x ^ 2 * orbital a R x ^ 2)) ∧
      |localCorrection a R f| ≤ M * (√(a / π) * Real.exp (-a * R ^ 2)) := by
  have hI : Integrable (fun x => orbital a 0 x ^ 2 * orbital a R x ^ 2) := by
    simp_rw [density_product ha]
    exact ((integrable_exp_neg_mul_sq (by positivity : 0 < 4 * a)).comp_sub_right
      (R / 2)).const_mul _
  -- the integrand is dominated by `M` times the product of densities
  have hb : ∀ x, ‖f x * (orbital a 0 x ^ 2 * orbital a R x ^ 2)‖ ≤
      M * (orbital a 0 x ^ 2 * orbital a R x ^ 2) := by
    intro x
    have hw : 0 ≤ orbital a 0 x ^ 2 * orbital a R x ^ 2 := by positivity
    rw [norm_mul, Real.norm_of_nonneg hw]
    exact mul_le_mul_of_nonneg_right (hM x) hw
  refine ⟨(hI.const_mul M).mono'
    (hf.aestronglyMeasurable.mul hI.aestronglyMeasurable) (ae_of_all _ hb), ?_⟩
  have h := norm_integral_le_of_norm_le (hI.const_mul M) (ae_of_all _ hb)
  rw [integral_const_mul, integral_density_product ha] at h
  exact h
```

**(g)** Show that a constant kernel $f=M$ gives
$$K=M\sqrt{a/\pi}\;e^{-aR^2}.$$

*Solution.* Take $M$ outside the integral and use (e). For $M\ge0$ the bound in (f) is attained.

```lean
/-- For `a > 0` a constant kernel `M` gives exactly `M √(a/π) exp(-aR²)`. -/
theorem localCorrection_const {a : ℝ} (ha : 0 < a) (R M : ℝ) :
    localCorrection a R (fun _ => M) = M * (√(a / π) * Real.exp (-a * R ^ 2)) := by
  rw [localCorrection, integral_const_mul, integral_density_product ha]
```

**(h)** Let the kernel $f_R$ change with $R$, as it may when it follows the density, but keep $|f_R|\le M$ with one $M$. This excludes kernels that grow without limit as the fragments separate, and kernels unbounded at a fixed $R$. The exchange kernel of the three-dimensional local-density approximation, proportional to $-n^{-2/3}$, diverges where the density $n$ tends to zero, so the result does not cover it. With $K_R$ the resulting correction, show that
$$R\,K_R\to0\quad(R\to\infty).$$

*Solution.* From $e^{aR^2}\ge aR^2$ we get $e^{-aR^2}\le 1/(aR^2)$ for $R>0$, so
$$R|K_R|\le\frac{M\sqrt{a/\pi}}{aR}\to0.$$
In Lean $f_R(x)$ is `f R x`; `he` is the exponential estimate, and `squeeze_zero_norm'` concludes.

```lean
/-- Let `a > 0` and let the measurable local kernel vary with the separation `R` but stay
bounded by one constant `M`. Then `R` times the correction vanishes as `R` grows. -/
theorem tendsto_mul_localCorrection {a M : ℝ} (ha : 0 < a) {f : ℝ → ℝ → ℝ}
    (hf : ∀ R, Measurable (f R)) (hM : ∀ R x, |f R x| ≤ M) :
    Tendsto (fun R => R * localCorrection a R (f R)) atTop (𝓝 0) := by
  have hM0 : 0 ≤ M := (abs_nonneg _).trans (hM 0 0)
  have hlim : Tendsto (fun R : ℝ => M * √(a / π) * a⁻¹ * R⁻¹) atTop (𝓝 0) := by
    simpa using tendsto_inv_atTop_zero.const_mul (M * √(a / π) * a⁻¹)
  refine squeeze_zero_norm' ?_ hlim
  filter_upwards [eventually_gt_atTop (0 : ℝ)] with R hR
  -- the Gaussian factor is smaller than `1 / (a R²)`
  have he : Real.exp (-a * R ^ 2) ≤ (a * R ^ 2)⁻¹ := by
    rw [neg_mul, Real.exp_neg]
    exact inv_anti₀ (by positivity) (by linarith [Real.add_one_le_exp (a * R ^ 2)])
  rw [norm_mul, Real.norm_of_nonneg hR.le, Real.norm_eq_abs]
  calc R * |localCorrection a R (f R)|
      ≤ R * (M * (√(a / π) * Real.exp (-a * R ^ 2))) := by
        gcongr
        exact (localCorrection_bound ha R (hf R) (hM R)).2
    _ ≤ R * (M * (√(a / π) * (a * R ^ 2)⁻¹)) := by gcongr
    _ = M * √(a / π) * a⁻¹ * R⁻¹ := by field_simp
```

**(i)** Under the same conditions, show that the whole attraction is missing:
$$R\left(K_R-\left(-\tfrac1R\right)\right)\to1.$$

*Solution.* For $R>0$ the left side is $RK_R+1$; apply (h). `congr'` needs this identity only for large $R$.

```lean
/-- For `a > 0` and measurable local kernels bounded uniformly in `R`, the deviation of the
correction from the attraction `-1/R` is `1/R` to leading order. -/
theorem missing_attraction {a M : ℝ} (ha : 0 < a) {f : ℝ → ℝ → ℝ}
    (hf : ∀ R, Measurable (f R)) (hM : ∀ R x, |f R x| ≤ M) :
    Tendsto (fun R => R * (localCorrection a R (f R) - (-1 / R))) atTop (𝓝 1) := by
  have h := (tendsto_mul_localCorrection ha hf hM).add_const 1
  rw [zero_add] at h
  refine h.congr' ?_
  filter_upwards [eventually_gt_atTop (0 : ℝ)] with R hR
  have h1 : R * (1 / R) = 1 := mul_one_div_cancel hR.ne'
  linear_combination -h1
```

**(j)** Suppose a kernel as in (f) does give $K=-1/R$ at some $R>0$. Show that
$$M\ge\sqrt{\pi/a}\;\frac{e^{aR^2}}{R}.$$

*Solution.* By (f), $1/R\le M\sqrt{a/\pi}\,e^{-aR^2}$. Multiply by $\sqrt{\pi/a}\,e^{aR^2}$; `hs` and `he` cancel the factors.

For $a=1$, $R=3$, the overlap is $0.5642\times1.234\times10^{-4}\approx6.96\times10^{-5}$, while the attraction is $1/3$. The kernel would need $M\ge\sqrt\pi\,e^9/3\approx4.8\times10^3$.

```lean
/-- If, for `a > 0` and at a separation `R > 0`, a measurable local kernel with `|f| ≤ M` does
give the correction `-1/R`, then `M` is at least `√(π/a) exp(aR²) / R`. -/
theorem kernel_size_of_attraction {a M R : ℝ} (ha : 0 < a) (hR : 0 < R) {f : ℝ → ℝ}
    (hf : Measurable f) (hM : ∀ x, |f x| ≤ M) (h : localCorrection a R f = -1 / R) :
    √(π / a) * Real.exp (a * R ^ 2) / R ≤ M := by
  have hb := (localCorrection_bound ha R hf hM).2
  rw [h, abs_div, abs_neg, abs_one, abs_of_pos hR] at hb
  have hs : √(π / a) * √(a / π) = 1 := by
    have h1 : π / a * (a / π) = 1 := by field_simp
    rw [← Real.sqrt_mul (by positivity), h1, Real.sqrt_one]
  have he : Real.exp (a * R ^ 2) * Real.exp (-a * R ^ 2) = 1 := by
    rw [← Real.exp_add, show a * R ^ 2 + -a * R ^ 2 = 0 by ring, Real.exp_zero]
  -- multiply the bound by the inverse of the density overlap
  calc √(π / a) * Real.exp (a * R ^ 2) / R
      = √(π / a) * Real.exp (a * R ^ 2) * (1 / R) := div_eq_mul_one_div _ _
    _ ≤ √(π / a) * Real.exp (a * R ^ 2) * (M * (√(a / π) * Real.exp (-a * R ^ 2))) :=
        mul_le_mul_of_nonneg_left hb (by positivity)
    _ = M * ((√(π / a) * √(a / π)) *
          (Real.exp (a * R ^ 2) * Real.exp (-a * R ^ 2))) := by
        rw [mul_left_comm, mul_mul_mul_comm]
    _ = M := by rw [hs, he, mul_one, mul_one]

end

end ChargeTransferLocalKernel
```

```lean
#print axioms ChargeTransferLocalKernel.orbital_normalized
#print axioms ChargeTransferLocalKernel.localCorrection_const
#print axioms ChargeTransferLocalKernel.missing_attraction
#print axioms ChargeTransferLocalKernel.kernel_size_of_attraction
```

```
'ChargeTransferLocalKernel.orbital_normalized' depends on axioms: [propext, Classical.choice, Quot.sound]
'ChargeTransferLocalKernel.localCorrection_const' depends on axioms: [propext, Classical.choice, Quot.sound]
'ChargeTransferLocalKernel.missing_attraction' depends on axioms: [propext, Classical.choice, Quot.sound]
'ChargeTransferLocalKernel.kernel_size_of_attraction' depends on axioms: [propext, Classical.choice, Quot.sound]
```
